# For positive mode energies e_k, a block-diagonal free-Majorana Hamiltonian has minimum energy −½ ∑ e_k at a unique covariance matrix

**Q:** The claim is that non-interacting fermions with positive mode energies e_k, one for each of finitely many modes k, have ground-state energy −½ ∑ e_k, and that only one set of two-point correlations reaches it. I know this as

H = ∑ e_k (a_k†a_k − ½),

with every mode empty. Your theorem is about real matrices. Where is the Hamiltonian?

**A:** Split each mode into two Hermitian Majorana operators, a_k = (c_(0,k) + i c_(1,k))/2, with c² = 1 and different c's anticommuting. Then

H = (i/4) ∑ A_ij c_i c_j,

where A is the direct sum of the blocks [[0, e_k], [−e_k, 0]]. Put the correlations into G_ij = −(i/2)⟨[c_i, c_j]⟩. This gives ⟨H⟩ = tr(AG)/4. Many texts use the opposite sign for G, which flips the sign of the minimiser.

```lean
import Mathlib

open Matrix

namespace MajoranaGroundState

noncomputable section

variable {n ι : Type*} [Fintype n] [DecidableEq n] [Fintype ι] [DecidableEq ι]
```

**Q:** Which matrices G are allowed?

**A:** Real antisymmetric ones with GᵀG ≤ I, where I is the identity. In Lean, `contraction` says that 1 − GᵀG is positive semidefinite. The condition is what positivity of the quantum state requires of G. One consequence is that no Majorana pair can be correlated more strongly than in a definite occupation.

```lean
/-- A Majorana covariance matrix: a real antisymmetric `G` with `Gᵀ G ≤ 1`. -/
structure IsCovariance (G : Matrix n n ℝ) : Prop where
  antisymm : Gᵀ = -G
  contraction : (1 - Gᵀ * G).PosSemidef
```

The energy is then a definition:

```lean
/-- The energy `tr (A G) / 4` of the covariance matrix `G` for the quadratic Hamiltonian
with coefficient matrix `A`. -/
def energy (A G : Matrix n n ℝ) : ℝ := trace (A * G) / 4
```

**Q:** So Lean never sees Fock space?

**A:** No. The passage from a fermionic state and H to G and tr(AG)/4 is the step you supply from physics.

**Q:** And the blocks?

**A:** An index is a pair (s, k), with s = 0 or 1 naming the Majorana operator and k in the finite type `ι` naming the mode. A must already have block form; rotating a general antisymmetric A into it is a separate step.

```lean
/-- The direct sum of the blocks `[[0, e k], [-e k, 0]]`, one for each mode `k`. -/
def blockForm (e : ι → ℝ) : Matrix (Fin 2 × ι) (Fin 2 × ι) ℝ :=
  blockDiagonal fun k => !![0, e k; -e k, 0]
```

Setting every e_k to 1 gives the candidate minimiser, which I'll call J:

```lean
variable (ι) in
/-- The direct sum of the blocks `[[0, 1], [-1, 0]]`, one for each mode. -/
def pairedState : Matrix (Fin 2 × ι) (Fin 2 × ι) ℝ := blockForm fun _ => 1
```

The name `pairedState` needs care. J is a covariance matrix, not a state vector, and "paired" refers to the two Majorana operators of one mode, not to Cooper pairs. It is the covariance matrix of the vacuum of the a_k.

**Q:** What does GᵀG ≤ I give you in practice?

**A:** A bound on columns. The diagonal entries of a positive semidefinite matrix are nonnegative, so

∑_i G_ij² = (GᵀG)_jj ≤ 1.

```lean
/-- Each column of a Majorana covariance matrix has Euclidean norm at most one. -/
theorem column_sq_le {G : Matrix n n ℝ} (hG : IsCovariance G) (j : n) :
    ∑ i, G i j ^ 2 ≤ 1 := by
  have h := hG.contraction.diag_nonneg (i := j)
  rw [Matrix.sub_apply, Matrix.one_apply_eq, Matrix.mul_apply] at h
  simp only [Matrix.transpose_apply, ← pow_two] at h
  linarith
```

**Q:** Is J itself allowed? Otherwise you have a bound that nothing attains.

**A:** It is. J is antisymmetric and each block is orthogonal, so JᵀJ = I and 1 − JᵀJ = 0. The Lean proof checks antisymmetry entry by entry and the product block by block.

```lean
/-- The matrix `pairedState ι` is a Majorana covariance matrix. -/
theorem pairedState_isCovariance : IsCovariance (pairedState ι) := by
  constructor
  · ext ⟨a, k⟩ ⟨b, l⟩
    by_cases h : k = l
    · subst h
      fin_cases a <;> fin_cases b <;> simp [pairedState, blockForm, blockDiagonal_apply]
    · simp [pairedState, blockForm, blockDiagonal_apply, h, Ne.symm h]
  · -- each block is orthogonal, so `1 - Gᵀ G` vanishes
    have hb : (!![0, 1; -1, 0] : Matrix (Fin 2) (Fin 2) ℝ)ᵀ * !![0, 1; -1, 0] = 1 := by
      ext i j
      fin_cases i <;> fin_cases j <;> simp [Matrix.mul_apply, Fin.sum_univ_two]
    have h : (pairedState ι)ᵀ * pairedState ι = 1 := by
      unfold pairedState blockForm
      rw [blockDiagonal_transpose, ← blockDiagonal_mul]
      simp only [hb]
      exact blockDiagonal_one
    rw [h, sub_self]
    exact Matrix.PosSemidef.zero
```

**Q:** Now the energy. G may correlate different modes. Where do those entries go?

**A:** They drop out of the trace, because A has no entries between modes. Write g_k = G_(0,k),(1,k). Then

tr(AG) = ∑ (e_k G_(1,k),(0,k) − e_k g_k) = −2 ∑ e_k g_k,

by antisymmetry, so the energy is −½ ∑ e_k g_k. In Lean, `simp` expands the trace and `hG` supplies the sign.

```lean
/-- For antisymmetric `G`, the energy for the coefficient matrix `blockForm e` is
`-(1/2) ∑ e k * G (0, k) (1, k)`. -/
theorem energy_blockForm (e : ι → ℝ) {G : Matrix (Fin 2 × ι) (Fin 2 × ι) ℝ}
    (hG : Gᵀ = -G) :
    energy (blockForm e) G = -(1 / 2) * ∑ k, e k * G (0, k) (1, k) := by
  have h : trace (blockForm e * G)
      = ∑ k, (e k * G (1, k) (0, k) + -(e k * G (0, k) (1, k))) := by
    simp [trace, Matrix.mul_apply, Fintype.sum_prod_type, Fin.sum_univ_two, blockForm,
      blockDiagonal_apply, Finset.sum_add_distrib]
    exact add_comm _ _
  have h2 : ∑ k, (e k * G (1, k) (0, k) + -(e k * G (0, k) (1, k)))
      = -2 * ∑ k, e k * G (0, k) (1, k) := by
    rw [Finset.mul_sum]
    refine Finset.sum_congr rfl fun k _ => ?_
    rw [show G (1, k) (0, k) = -G (0, k) (1, k) from congrFun (congrFun hG (0, k)) (1, k)]
    ring
  rw [energy, h, h2]
  ring
```

Adding ½ ∑ e_k gives the excess energy:

tr(AG)/4 + ½ ∑ e_k = ½ ∑ e_k (1 − g_k).

In your language g_k = 1 − 2⟨a_k†a_k⟩, so this is ∑ e_k ⟨a_k†a_k⟩.

```lean
/-- For antisymmetric `G` and the coefficient matrix `blockForm e`, the energy above `-(1/2) ∑ e k`
is the sum over modes of `e k / 2` times `1 - G (0, k) (1, k)`. -/
theorem energy_excess (e : ι → ℝ) {G : Matrix (Fin 2 × ι) (Fin 2 × ι) ℝ}
    (hG : Gᵀ = -G) :
    energy (blockForm e) G + (1 / 2) * ∑ k, e k
      = (1 / 2) * ∑ k, e k * (1 - G (0, k) (1, k)) := by
  have h : ∑ k, e k * (1 - G (0, k) (1, k))
      = ∑ k, e k - ∑ k, e k * G (0, k) (1, k) := by
    rw [← Finset.sum_sub_distrib]
    exact Finset.sum_congr rfl fun k _ => by ring
  rw [energy_blockForm e hG, h]
  ring
```

**Q:** Then you need g_k ≤ 1.

**A:** That follows from the column bound. One squared entry is at most the whole column sum, so g_k² ≤ 1. With (g_k − 1)² ≥ 0 this gives 2g_k ≤ g_k² + 1 ≤ 2, which is what `nlinarith` combines.

```lean
/-- In a Majorana covariance matrix the pairing entry of each mode is at most one. -/
theorem pairing_le_one {G : Matrix (Fin 2 × ι) (Fin 2 × ι) ℝ} (hG : IsCovariance G)
    (k : ι) : G (0, k) (1, k) ≤ 1 := by
  have h1 : G (0, k) (1, k) ^ 2 ≤ ∑ i, G i (1, k) ^ 2 :=
    Finset.single_le_sum (f := fun i => G i (1, k) ^ 2)
      (fun i _ => sq_nonneg _) (Finset.mem_univ (0, k))
  nlinarith [column_sq_le hG (1, k), sq_nonneg (G (0, k) (1, k) - 1)]
```

**Q:** That settles the lower bound. But g_k = 1 for all k fixes only some entries of G. Why must the correlations between modes vanish?

**A:** Because the columns have no room left. Let N be the number of modes and ‖·‖² the sum of squared entries. The column bound gives ‖G‖² ≤ 2N. Also ‖J‖² = 2N and ∑ J_ij G_ij = 2 ∑ g_k. Hence

‖G − J‖² = ‖G‖² − 2 ∑ J_ij G_ij + ‖J‖²

≤ 2N − 4 ∑ g_k + 2N = 4 ∑ (1 − g_k).

In the Lean proof, `hcol` is the column count, `hexp` expands the square, and `key` gets the overlap from the energy formula with all e_k = 1.

```lean
/-- The squared Frobenius distance of a Majorana covariance matrix `G` from the matrix
`pairedState ι` is at most four times the sum over modes of `1 - G (0, k) (1, k)`. -/
theorem sq_dist_le {G : Matrix (Fin 2 × ι) (Fin 2 × ι) ℝ} (hG : IsCovariance G) :
    ∑ i, ∑ j, (G i j - pairedState ι i j) ^ 2 ≤ 4 * ∑ k, (1 - G (0, k) (1, k)) := by
  -- the overlap with `pairedState ι` is `-4` times the energy with all `e k = 1`
  have key : ∀ H : Matrix (Fin 2 × ι) (Fin 2 × ι) ℝ, Hᵀ = -H →
      ∑ i, ∑ j, pairedState ι i j * H i j = 2 * ∑ k, H (0, k) (1, k) := by
    intro H hH
    have h : trace (pairedState ι * H) / 4 = -(1 / 2) * ∑ k, 1 * H (0, k) (1, k) :=
      energy_blockForm (fun _ => 1) hH
    have h2 : trace (pairedState ι * H) = -∑ i, ∑ j, pairedState ι i j * H i j := by
      simp only [trace, Matrix.diag_apply, Matrix.mul_apply, ← Finset.sum_neg_distrib]
      refine Finset.sum_congr rfl fun i _ => Finset.sum_congr rfl fun j _ => ?_
      rw [show H j i = -H i j from congrFun (congrFun hH i) j]
      ring
    rw [h2] at h
    simp only [one_mul] at h
    linarith
  have hJ : ∑ k, pairedState ι (0, k) (1, k) = (Fintype.card ι : ℝ) := by
    simp [pairedState, blockForm, blockDiagonal_apply]
  have hcol : ∑ i, ∑ j, G i j ^ 2 ≤ 2 * (Fintype.card ι : ℝ) := by
    rw [Finset.sum_comm]
    calc ∑ j, ∑ i, G i j ^ 2 ≤ ∑ _j : Fin 2 × ι, (1 : ℝ) :=
          Finset.sum_le_sum fun j _ => column_sq_le hG j
      _ = 2 * (Fintype.card ι : ℝ) := by simp
  have hexp : ∑ i, ∑ j, (G i j - pairedState ι i j) ^ 2
      = ∑ i, ∑ j, G i j ^ 2 - 2 * ∑ i, ∑ j, pairedState ι i j * G i j
        + ∑ i, ∑ j, pairedState ι i j * pairedState ι i j := by
    simp only [Finset.mul_sum, ← Finset.sum_sub_distrib, ← Finset.sum_add_distrib]
    exact Finset.sum_congr rfl fun i _ => Finset.sum_congr rfl fun j _ => by ring
  have hR : ∑ k, (1 - G (0, k) (1, k))
      = (Fintype.card ι : ℝ) - ∑ k, G (0, k) (1, k) := by
    simp [Finset.sum_sub_distrib]
  rw [hexp, key G hG.antisymm, key _ pairedState_isCovariance.antisymm, hJ, hR]
  linarith
```

**Q:** So zero excess forces G = J?

**A:** Yes. The terms e_k (1 − g_k) are nonnegative and sum to zero, so each vanishes. As e_k > 0, every g_k is 1, the distance is zero, and each entry of G − J is zero. Conversely, inserting G = J gives zero excess. The theorem states the bound and this equivalence together.

```lean
/-- For positive `e k` and the coefficient matrix `blockForm e`, the energy of every Majorana
covariance matrix is at least `-(1/2) ∑ e k`, with equality exactly for the matrix `pairedState ι`.
-/
theorem ground_state {e : ι → ℝ} (he : ∀ k, 0 < e k)
    {G : Matrix (Fin 2 × ι) (Fin 2 × ι) ℝ} (hG : IsCovariance G) :
    -(1 / 2) * ∑ k, e k ≤ energy (blockForm e) G ∧
      (energy (blockForm e) G = -(1 / 2) * ∑ k, e k ↔ G = pairedState ι) := by
  have hx := energy_excess e hG.antisymm
  have hpos : ∀ k ∈ Finset.univ, 0 ≤ e k * (1 - G (0, k) (1, k)) := fun k _ =>
    mul_nonneg (he k).le (sub_nonneg.mpr (pairing_le_one hG k))
  refine ⟨by linarith [Finset.sum_nonneg hpos], fun h => ?_, fun h => ?_⟩
  · -- no excess energy means full pairing in every mode, hence zero distance
    have h0 : ∑ k, e k * (1 - G (0, k) (1, k)) = 0 := by linarith
    have hk : ∀ k, 1 - G (0, k) (1, k) = 0 := fun k =>
      (mul_eq_zero.mp ((Finset.sum_eq_zero_iff_of_nonneg hpos).mp h0 k
        (Finset.mem_univ k))).resolve_left (he k).ne'
    have hd := sq_dist_le hG
    simp only [hk, Finset.sum_const_zero, mul_zero] at hd
    ext i j
    have h1 : (G i j - pairedState ι i j) ^ 2 ≤ ∑ b, (G i b - pairedState ι i b) ^ 2 :=
      Finset.single_le_sum (f := fun b => (G i b - pairedState ι i b) ^ 2)
        (fun b _ => sq_nonneg _) (Finset.mem_univ j)
    have h2 : ∑ b, (G i b - pairedState ι i b) ^ 2
        ≤ ∑ a, ∑ b, (G a b - pairedState ι a b) ^ 2 :=
      Finset.single_le_sum (f := fun a => ∑ b, (G a b - pairedState ι a b) ^ 2)
        (fun a _ => Finset.sum_nonneg fun b _ => sq_nonneg _) (Finset.mem_univ i)
    have h3 : (G i j - pairedState ι i j) ^ 2 = 0 :=
      le_antisymm (by linarith) (sq_nonneg _)
    exact sub_eq_zero.mp ((pow_eq_zero_iff two_ne_zero).mp h3)
  · subst h
    have h1 : ∀ k : ι, pairedState ι (0, k) (1, k) = 1 := fun k => by
      simp [pairedState, blockForm, blockDiagonal_apply]
    simp only [h1, sub_self, mul_zero, Finset.sum_const_zero] at hx
    linarith
```

**Q:** What if some e_k is zero?

**A:** Uniqueness fails: reversing the sign of that mode's block in J gives another allowed G with the same energy. The lower bound survives, as the next theorem shows with m = 0. It says that if all e_k ≥ m ≥ 0, then

(m/8) ‖G − J‖² ≤ tr(AG)/4 + ½ ∑ e_k.

To prove it, replace each e_k by m in the excess formula, then apply the distance bound.

```lean
/-- If every `e k` is at least `m ≥ 0`, the energy of a Majorana covariance matrix for the
coefficient matrix `blockForm e` exceeds `-(1/2) ∑ e k` by at least `m / 8` times its squared
Frobenius distance from the matrix `pairedState ι`. -/
theorem ground_state_stability {e : ι → ℝ} {m : ℝ} (hm : 0 ≤ m) (he : ∀ k, m ≤ e k)
    {G : Matrix (Fin 2 × ι) (Fin 2 × ι) ℝ} (hG : IsCovariance G) :
    m / 8 * ∑ i, ∑ j, (G i j - pairedState ι i j) ^ 2
      ≤ energy (blockForm e) G + (1 / 2) * ∑ k, e k := by
  rw [energy_excess e hG.antisymm]
  have h1 : m * ∑ k, (1 - G (0, k) (1, k)) ≤ ∑ k, e k * (1 - G (0, k) (1, k)) := by
    rw [Finset.mul_sum]
    exact Finset.sum_le_sum fun k _ =>
      mul_le_mul_of_nonneg_right (he k) (sub_nonneg.mpr (pairing_le_one hG k))
  have h2 := mul_le_mul_of_nonneg_left (sq_dist_le hG) hm
  linarith

end

end MajoranaGroundState
```

```lean
#print axioms MajoranaGroundState.energy_blockForm
#print axioms MajoranaGroundState.ground_state
#print axioms MajoranaGroundState.ground_state_stability
```

```
'MajoranaGroundState.energy_blockForm' depends on axioms: [propext, Classical.choice, Quot.sound]
'MajoranaGroundState.ground_state' depends on axioms: [propext, Classical.choice, Quot.sound]
'MajoranaGroundState.ground_state_stability' depends on axioms: [propext, Classical.choice, Quot.sound]
```

**Q:** Show me the smallest case with a mode in it.

**A:** For one mode, G = [[0, g], [−g, 0]] with −1 ≤ g ≤ 1, and the energy is −eg/2. It runs from −e/2 (empty) to e/2 (filled). At g = −1 the excess is e and ‖G − J‖² = 8, so with m = e the stability bound is an equality.

**Q:** And one with correlations between modes?

**A:** Take e₁ = 1, e₂ = 3 and, in the order (0,1), (1,1), (0,2), (1,2),

G = [[0, 0.6, 0.8, 0], [−0.6, 0, 0, −0.8], [−0.8, 0, 0, 0.6], [0, 0.8, −0.6, 0]].

Here GᵀG = I. The energy is −½(0.6 + 1.8) = −1.2 and the minimum is −2, so the excess is 0.8. The squared distance is 4 × 0.16 + 4 × 0.64 = 3.2. With m = 1 the bound reads 0.4 ≤ 0.8.

**Q:** Where would I use this?

**A:** Take a fixed mean-field (Bogoliubov–de Gennes) Hamiltonian with finitely many quasiparticle modes, already in block form and with every mode energy at least m > 0. The stability bound then turns the excess energy of a trial state into a bound on how far its two-point correlations, taken together, lie from those of the ground state.
